# Averaged over the round-trip phase, two identical lossless scatterers transmit as in the incoherent sum

## Amplitudes, phase and flux conservation

A particle in a single channel meets two identical scatterers in succession. Each has the complex transmission amplitude t and the complex reflection amplitude r, the same from both sides. Write T = |t|² and R = |r|². Flux conservation, meaning that nothing is absorbed, gives

R + T = 1.

We also take t ≠ 0, which excludes perfect mirrors. The real number p is the phase gained in one round trip between the scatterers. The phase of the single pass common to all paths is dropped, since it doesn't affect probabilities. A path with n round trips then has the amplitude

Aₙ = t (r eⁱᵖ r)ⁿ t = t² (r² eⁱᵖ)ⁿ.

The claim concerns the coherent transmission |Σₙ Aₙ|². Its average over p in [0, 2π], at fixed r and t, is T/(2 − T), which is also the sum of the separate path probabilities |Aₙ|². Its maximum over p is 1, however small T is.

## Summing paths and averaging over the phase

Since t ≠ 0, |r² eⁱᵖ| = R < 1. The amplitudes form a convergent geometric series, and the coherent transmission is

|t² / (1 − r² eⁱᵖ)|² = T² / |1 − r² eⁱᵖ|².

The path probabilities are T² R²ⁿ, with the sum

T² / (1 − R²) = T² / ((1 − R)(1 + R)) = T / (2 − T).

For the average, put a = r² and z = eⁱᵖ, so that dp = dz/(iz). On the unit circle the conjugate of z is 1/z. With ā the conjugate of a,

|1 − az|² = (1 − az)(1 − ā/z) = (1 − az)(z − ā)/z,

∫ dp / |1 − a eⁱᵖ|² = (1/i) ∮ dz / ((z − ā)(1 − az)).

Because |a| < 1, the function 1/(1 − az) is analytic on the closed unit disc and ā lies inside it. Cauchy's formula gives (1/i) · 2πi / (1 − aā) = 2π/(1 − |a|²). Multiplying by T²/(2π) and using |a| = R, we find the average T²/(1 − R²), the same as the incoherent sum.

For the extrema, the triangle inequality gives

T = 1 − R ≤ |1 − r² eⁱᵖ| ≤ 1 + R = 2 − T.

The lower bound is reached when r² eⁱᵖ = R, where the transmission is 1. The upper bound is reached when r² eⁱᵖ = −R, where it is (T/(2 − T))², the square of the average.

Finally, the averaged transmission of the pair, M = T/(2 − T) satisfies

(1 − M)/M = (2 − 2T)/T = 2R/T.

The ratio of reflection to transmission doubles, as resistances in series do. In the Landauer picture of non-interacting electrons in one channel, the ratio of reflection to transmission at a definite p is proportional to the resistance of the scatterers themselves, without the contacts. The doubled ratio formed from M is that of a pair whose path probabilities add incoherently. The mean over p of the coherent pair's own ratio is 2R/T², which is larger when R > 0, so the mean resistance of coherent pairs doesn't add in series.

## Two delta barriers with variable spacing

For a barrier αδ(x), a particle of mass m and wavenumber k has t = 1/(1 + iβ) and r = −iβ/(1 + iβ), with β = mα/(ħ²k). Two such barriers a distance d apart have p = 2kd. At fixed energy, letting d range uniformly over an interval of length π/k covers one period of p, so the average over spacings can be replaced by T/(2 − T). For β = 1, T = 1/2: the transmission varies between 1/9 and 1, and its average is 1/3. The ratio of reflection to transmission is 1 for one barrier and 2 for the averaged pair.

## The model in Lean

```lean
import Mathlib

open Complex ComplexConjugate

namespace TwoScatterers

noncomputable section
```

The amplitudes `r` and `t` are complex numbers, `p` is real and `n` is a natural number. The first definition is Aₙ.

```lean
/-- Amplitude of the path that enters through the first scatterer, makes `n` round trips with
phase `p` each, and leaves through the second; the common single-pass phase is dropped. -/
def pathAmplitude (r t : ℂ) (p : ℝ) (n : ℕ) : ℂ :=
  t * (r * exp (p * I) * r) ^ n * t
```

The coherent transmission is defined by the closed form; its agreement with the path sum is a theorem below.

```lean
/-- Coherent transmission probability of two identical scatterers at round-trip phase `p`, given by
the closed form of the path sum, for `‖r‖ < 1`. -/
def coherentTransmission (r t : ℂ) (p : ℝ) : ℝ :=
  ‖t ^ 2 / (1 - r ^ 2 * exp (p * I))‖ ^ 2
```

The average is an integral over one period divided by 2π. Only `p` varies in it, so a change of energy that also alters `r` and `t` is not described.

```lean
/-- Coherent transmission averaged over the round-trip phase in `[0, 2π]`, for `‖r‖ < 1`. -/
def averageTransmission (r t : ℂ) : ℝ :=
  (2 * Real.pi)⁻¹ * ∫ p in (0 : ℝ)..(2 * Real.pi), coherentTransmission r t p
```

## The path amplitudes add up to the closed form

The modulus of the round-trip factor doesn't depend on the phase.

```lean
/-- A round trip multiplies the amplitude by a factor of modulus `‖r‖ ^ 2`, whatever the phase. -/
theorem norm_roundTrip (r : ℂ) (p : ℝ) : ‖r ^ 2 * exp (p * I)‖ = ‖r‖ ^ 2 := by
  rw [norm_mul, norm_pow, Complex.norm_exp_ofReal_mul_I, mul_one]
```

The next theorem takes flux conservation as `h` and t ≠ 0 as `ht`. Only the moduli are constrained; the phase relation between r and t that unitarity imposes on a symmetric scatterer is not needed. The theorem shows that the denominator is nonzero and, through `HasSum`, that the path amplitudes converge to the closed form. The proof bounds the factor's modulus below 1 and applies the geometric series.

```lean
/-- For lossless scatterers with `t ≠ 0` the resonance denominator never vanishes, and the path
amplitudes add up to `t ^ 2 / (1 - r ^ 2 * exp (i p))`. -/
theorem coherent_series {r t : ℂ} (h : ‖r‖ ^ 2 + ‖t‖ ^ 2 = 1) (ht : t ≠ 0) (p : ℝ) :
    r ^ 2 * exp (p * I) ≠ 1 ∧
      HasSum (pathAmplitude r t p) (t ^ 2 / (1 - r ^ 2 * exp (p * I))) := by
  have hT : 0 < ‖t‖ ^ 2 := pow_pos (norm_pos_iff.mpr ht) 2
  have hlt : ‖r ^ 2 * exp (p * I)‖ < 1 := by
    rw [norm_roundTrip]
    linarith
  constructor
  · intro h1
    rw [h1, norm_one] at hlt
    exact lt_irrefl _ hlt
  · -- a geometric series in the round-trip factor
    have hs := (hasSum_geometric_of_norm_lt_one hlt).mul_left (t ^ 2)
    rw [← div_eq_mul_inv] at hs
    have hfun : pathAmplitude r t p = fun n => t ^ 2 * (r ^ 2 * exp (p * I)) ^ n := by
      funext n
      have hb : r * exp (p * I) * r = r ^ 2 * exp (p * I) := by ring
      rw [pathAmplitude, hb]
      ring
    rw [hfun]
    exact hs
```

## The resonance integral by Cauchy's formula

Here `hne` and `hd` establish that 1/(1 − az) is differentiable on the closed disc, and `hC` is Cauchy's formula at `conj a`, written as an integral over p. The identity `hpt` is the change of variable made above, multiplied by i. The last lines cancel that i and return from complex to real numbers.

```lean
/-- For a round-trip factor of modulus `‖a‖ < 1`, the resonance profile `1 / ‖1 - a e^{ip}‖ ^ 2`
integrates over one period to `2π / (1 - ‖a‖ ^ 2)`. -/
theorem integral_resonance {a : ℂ} (ha : ‖a‖ < 1) :
    ∫ p in (0 : ℝ)..(2 * Real.pi), 1 / ‖1 - a * exp (p * I)‖ ^ 2
      = 2 * Real.pi / (1 - ‖a‖ ^ 2) := by
  have hne : ∀ z : ℂ, ‖z‖ ≤ 1 → 1 - a * z ≠ 0 := by
    intro z hz h0
    have h1 : ‖a * z‖ = 1 := by rw [← sub_eq_zero.mp h0, norm_one]
    rw [norm_mul] at h1
    nlinarith [mul_nonneg (norm_nonneg a) (sub_nonneg.mpr hz)]
  have hd : DifferentiableOn ℂ (fun z : ℂ => (1 - a * z)⁻¹) (Metric.closedBall 0 1) := by
    intro z hz
    have hz' : ‖z‖ ≤ 1 := by simpa using hz
    have hlin : DifferentiableAt ℂ (fun z : ℂ => 1 - a * z) z := by fun_prop
    exact (hlin.inv (hne z hz')).differentiableWithinAt
  have hw : conj a ∈ Metric.ball (0 : ℂ) 1 := by simpa using ha
  -- Cauchy's formula on the unit circle, evaluated at the point `conj a`
  have hC := hd.circleIntegral_sub_inv_smul hw
  simp only [circleIntegral, deriv_circleMap, smul_eq_mul] at hC
  have hpt : ∀ p : ℝ, I * ((1 / ‖1 - a * exp (p * I)‖ ^ 2 : ℝ) : ℂ) =
      circleMap 0 1 p * I * ((circleMap 0 1 p - conj a)⁻¹ * (1 - a * circleMap 0 1 p)⁻¹) := by
    intro p
    have hz : circleMap 0 1 p = exp (p * I) := by simp [circleMap]
    rw [hz]
    have hn : ‖exp (p * I)‖ = 1 := Complex.norm_exp_ofReal_mul_I p
    have hw0 := hne _ hn.le
    have hz0 : exp (p * I) ≠ 0 := Complex.exp_ne_zero _
    have hzz : exp (p * I) * conj (exp (p * I)) = 1 := by
      rw [Complex.mul_conj, Complex.normSq_eq_norm_sq, hn]
      norm_num
    generalize exp (p * I) = z at *
    have hc0 : conj (1 - a * z) ≠ 0 := (map_ne_zero _).mpr hw0
    have hfac : z - conj a = z * conj (1 - a * z) := by
      rw [map_sub, map_one, map_mul]
      linear_combination conj a * hzz
    have hsq : ((1 / ‖1 - a * z‖ ^ 2 : ℝ) : ℂ) = 1 / ((1 - a * z) * conj (1 - a * z)) := by
      rw [Complex.mul_conj, Complex.normSq_eq_norm_sq, Complex.ofReal_div, Complex.ofReal_one]
    rw [hsq, hfac]
    generalize conj (1 - a * z) = v at *
    generalize 1 - a * z = u at *
    field_simp
  apply Complex.ofReal_injective
  apply mul_left_cancel₀ Complex.I_ne_zero
  rw [← intervalIntegral.integral_ofReal, ← intervalIntegral.integral_const_mul,
    intervalIntegral.integral_congr (fun p _ => hpt p), hC, Complex.mul_conj,
    Complex.normSq_eq_norm_sq]
  push_cast
  ring
```

## Phases of least and greatest transmission

To reach the extrema, one needs a phase in [0, 2π] that rotates a given complex number onto the negative real axis.

```lean
/-- The phase `π - arg w` lies in `[0, 2π]`, and rotating `w` by it gives `-‖w‖`. -/
theorem phase_alignment (w : ℂ) :
    Real.pi - arg w ∈ Set.Icc 0 (2 * Real.pi) ∧
      w * exp ((Real.pi - arg w : ℝ) * I) = -(‖w‖ : ℂ) := by
  refine ⟨⟨by linarith [Complex.arg_le_pi w], by linarith [Complex.neg_pi_lt_arg w]⟩, ?_⟩
  have h := Complex.norm_mul_exp_arg_mul_I w
  calc w * exp ((Real.pi - arg w : ℝ) * I)
      = (‖w‖ * exp (arg w * I)) * exp ((Real.pi - arg w : ℝ) * I) := by rw [h]
    _ = ‖w‖ * exp (Real.pi * I) := by
        rw [mul_assoc, ← Complex.exp_add]
        congr 2
        push_cast
        ring
    _ = -(‖w‖ : ℂ) := by
        rw [Complex.exp_pi_mul_I]
        ring
```

Applied to r², this gives the minimum; applied to −r², it makes r² eⁱᵖ = R and gives the maximum. `IsLeast` and `IsGreatest` say that the values are attained as well as being bounds. The bounds come from `hlow` and `hup`, the two triangle inequalities.

```lean
/-- For lossless scatterers with `t ≠ 0` and `T = ‖t‖ ^ 2`, the coherent transmission has
minimum `(T / (2 - T)) ^ 2` and maximum 1 over the round-trip phase. -/
theorem transmission_extrema {r t : ℂ} (h : ‖r‖ ^ 2 + ‖t‖ ^ 2 = 1) (ht : t ≠ 0) :
    IsLeast (coherentTransmission r t '' Set.Icc 0 (2 * Real.pi))
        ((‖t‖ ^ 2 / (2 - ‖t‖ ^ 2)) ^ 2) ∧
      IsGreatest (coherentTransmission r t '' Set.Icc 0 (2 * Real.pi)) 1 := by
  have hT : 0 < ‖t‖ ^ 2 := pow_pos (norm_pos_iff.mpr ht) 2
  have hR : ‖r‖ ^ 2 = 1 - ‖t‖ ^ 2 := by linarith
  have hT2 : 0 < 2 - ‖t‖ ^ 2 := by nlinarith [sq_nonneg ‖r‖]
  have hf : ∀ p : ℝ, coherentTransmission r t p =
      (‖t‖ ^ 2 / ‖1 - r ^ 2 * exp (p * I)‖) ^ 2 := by
    intro p
    rw [coherentTransmission, norm_div, norm_pow]
  -- triangle inequalities for the resonance denominator
  have hlow : ∀ p : ℝ, ‖t‖ ^ 2 ≤ ‖1 - r ^ 2 * exp (p * I)‖ := by
    intro p
    have h1 := norm_sub_norm_le (1 : ℂ) (r ^ 2 * exp (p * I))
    rw [norm_roundTrip, norm_one] at h1
    linarith
  have hup : ∀ p : ℝ, ‖1 - r ^ 2 * exp (p * I)‖ ≤ 2 - ‖t‖ ^ 2 := by
    intro p
    have h1 := norm_sub_le (1 : ℂ) (r ^ 2 * exp (p * I))
    rw [norm_roundTrip, norm_one] at h1
    linarith
  refine ⟨⟨⟨_, (phase_alignment (r ^ 2)).1, ?_⟩, ?_⟩,
    ⟨⟨_, (phase_alignment (-r ^ 2)).1, ?_⟩, ?_⟩⟩
  · have hden : (1 : ℂ) - -(‖r ^ 2‖ : ℂ) = ((2 - ‖t‖ ^ 2 : ℝ) : ℂ) := by
      rw [norm_pow, hR]
      push_cast
      ring
    rw [hf, (phase_alignment (r ^ 2)).2, hden, Complex.norm_real, Real.norm_of_nonneg hT2.le]
  · rintro _ ⟨p, _, rfl⟩
    rw [hf]
    exact pow_le_pow_left₀ (div_nonneg hT.le hT2.le)
      (div_le_div_of_nonneg_left hT.le (hT.trans_le (hlow p)) (hup p)) 2
  · have hden : (1 : ℂ) - r ^ 2 * exp ((Real.pi - arg (-r ^ 2) : ℝ) * I)
        = ((‖t‖ ^ 2 : ℝ) : ℂ) := by
      have h1 := (phase_alignment (-r ^ 2)).2
      rw [norm_neg, norm_pow, hR] at h1
      push_cast at h1 ⊢
      linear_combination h1
    rw [hf, hden, Complex.norm_real, Real.norm_of_nonneg hT.le, div_self hT.ne', one_pow]
  · rintro _ ⟨p, _, rfl⟩
    rw [hf]
    exact pow_le_one₀ (by positivity) ((div_le_one (hT.trans_le (hlow p))).mpr (hlow p))
```

## Average, incoherent sum and maximum together

The main theorem has three parts: the average, the sum of path probabilities at every `p`, and the maximum. The identity `key` is the step from T²/(1 − R²) to T/(2 − T). The first part then uses the resonance integral with a = r², the second a real geometric series with ratio R², and the third the preceding theorem.

```lean
/-- For lossless scatterers with `t ≠ 0` and `T = ‖t‖ ^ 2`, the phase-averaged coherent
transmission is `T / (2 - T)`, which is also the sum of the path probabilities, while the
maximum over the phase is 1. -/
theorem average_eq_incoherent {r t : ℂ} (h : ‖r‖ ^ 2 + ‖t‖ ^ 2 = 1) (ht : t ≠ 0) :
    averageTransmission r t = ‖t‖ ^ 2 / (2 - ‖t‖ ^ 2) ∧
      (∀ p : ℝ, HasSum (fun n => ‖pathAmplitude r t p n‖ ^ 2) (‖t‖ ^ 2 / (2 - ‖t‖ ^ 2))) ∧
      IsGreatest (coherentTransmission r t '' Set.Icc 0 (2 * Real.pi)) 1 := by
  have hT : 0 < ‖t‖ ^ 2 := pow_pos (norm_pos_iff.mpr ht) 2
  have hR : ‖r‖ ^ 2 < 1 := by linarith
  have hT2 : 0 < 2 - ‖t‖ ^ 2 := by nlinarith [sq_nonneg ‖r‖]
  -- flux conservation turns `T² / (1 - R²)` into `T / (2 - T)`
  have key : (‖t‖ ^ 2) ^ 2 * (1 - (‖r‖ ^ 2) ^ 2)⁻¹ = ‖t‖ ^ 2 / (2 - ‖t‖ ^ 2) := by
    have h1 : 1 - (‖r‖ ^ 2) ^ 2 = ‖t‖ ^ 2 * (2 - ‖t‖ ^ 2) := by
      rw [show ‖r‖ ^ 2 = 1 - ‖t‖ ^ 2 by linarith]
      ring
    rw [h1, ← div_eq_mul_inv, pow_two (‖t‖ ^ 2), mul_div_mul_left _ _ hT.ne']
  refine ⟨?_, ?_, (transmission_extrema h ht).2⟩
  · have hf : ∀ p : ℝ, coherentTransmission r t p =
        (‖t‖ ^ 2) ^ 2 * (1 / ‖1 - r ^ 2 * exp (p * I)‖ ^ 2) := by
      intro p
      rw [coherentTransmission, norm_div, norm_pow, div_pow, mul_one_div]
    have ha : ‖r ^ 2‖ < 1 := by rwa [norm_pow]
    have hpi : (2 * Real.pi)⁻¹ * (2 * Real.pi) = 1 :=
      inv_mul_cancel₀ (by positivity)
    rw [averageTransmission, intervalIntegral.integral_congr (fun p _ => hf p),
      intervalIntegral.integral_const_mul, integral_resonance ha, norm_pow, ← key,
      div_eq_mul_inv (2 * Real.pi)]
    linear_combination ((‖t‖ ^ 2) ^ 2 * (1 - (‖r‖ ^ 2) ^ 2)⁻¹) * hpi
  · intro p
    have hs := (hasSum_geometric_of_lt_one (sq_nonneg (‖r‖ ^ 2))
      (pow_lt_one₀ (sq_nonneg ‖r‖) hR two_ne_zero)).mul_left ((‖t‖ ^ 2) ^ 2)
    rw [key] at hs
    have hfun : (fun n => ‖pathAmplitude r t p n‖ ^ 2) =
        fun n => (‖t‖ ^ 2) ^ 2 * ((‖r‖ ^ 2) ^ 2) ^ n := by
      funext n
      simp only [pathAmplitude, norm_mul, norm_pow, Complex.norm_exp_ofReal_mul_I]
      ring
    rw [hfun]
    exact hs
```

## Series addition of the reflection-to-transmission ratio

The ratio is formed after the transmission has been averaged; it is not the average of the ratio. Positivity of the averaged transmission is proved alongside, and the rest is the algebra given above with R = 1 − T.

```lean
/-- For lossless scatterers with `t ≠ 0`, the averaged transmission is positive, and the ratio of
reflection to transmission formed from it is twice that of a single scatterer. -/
theorem series_resistance {r t : ℂ} (h : ‖r‖ ^ 2 + ‖t‖ ^ 2 = 1) (ht : t ≠ 0) :
    0 < averageTransmission r t ∧
      (1 - averageTransmission r t) / averageTransmission r t
        = 2 * (‖r‖ ^ 2 / ‖t‖ ^ 2) := by
  have hT : 0 < ‖t‖ ^ 2 := pow_pos (norm_pos_iff.mpr ht) 2
  have hT2 : 0 < 2 - ‖t‖ ^ 2 := by nlinarith [sq_nonneg ‖r‖]
  rw [(average_eq_incoherent h ht).1, show ‖r‖ ^ 2 = 1 - ‖t‖ ^ 2 by linarith]
  refine ⟨div_pos hT hT2, ?_⟩
  generalize ‖t‖ ^ 2 = T at *
  have h1 : 1 - T / (2 - T) = 2 * (1 - T) / (2 - T) := by
    rw [eq_div_iff hT2.ne', sub_mul, div_mul_cancel₀ _ hT2.ne']
    ring
  rw [h1, div_div_div_cancel_right₀ hT2.ne', mul_div_assoc]

end

end TwoScatterers
```

```lean
#print axioms TwoScatterers.coherent_series
-- 'TwoScatterers.coherent_series' depends on axioms: [propext, Classical.choice, Quot.sound]
#print axioms TwoScatterers.average_eq_incoherent
-- 'TwoScatterers.average_eq_incoherent' depends on axioms: [propext, Classical.choice, Quot.sound]
#print axioms TwoScatterers.series_resistance
-- 'TwoScatterers.series_resistance' depends on axioms: [propext, Classical.choice, Quot.sound]
```
